# Two same-spin electrons in equal Gaussians on a line: the kinetic Pauli repulsion stays below the exponent

When two electrons of the same spin occupy equal Gaussian orbitals on a line and the centres are pushed together, their unnormalised Slater determinant vanishes at coincidence, which raises the question whether the kinetic energy of the normalised state diverges on the way there. It does not: in atomic units, the excess over two isolated electrons rises towards the exponent $a$ of the Gaussians as its limit.

```lean
import Mathlib

open MeasureTheory Filter Topology Set

namespace PauliKineticRepulsion

noncomputable section

/-- The Gaussian orbital of exponent `a` centred at `A`, normalised for `a > 0`. -/
def gto (a A x : ℝ) : ℝ :=
  Real.sqrt (Real.sqrt (2 * a / Real.pi)) * Real.exp (-a * (x - A) ^ 2)

/-- The unnormalised Slater determinant of two real orbitals: the spatial wavefunction of two
electrons of the same spin. -/
def slater (φ χ : ℝ → ℝ) (x y : ℝ) : ℝ := φ x * χ y - χ x * φ y

/-- Kinetic energy, in atomic units, of one electron in a differentiable real orbital of nonzero
finite norm with square-integrable derivative. -/
def orbitalKinetic (φ : ℝ → ℝ) : ℝ := (∫ x, deriv φ x ^ 2) / (2 * ∫ x, φ x ^ 2)

/-- Kinetic energy of two electrons on the line in a differentiable real wavefunction of nonzero
finite norm with square-integrable partial derivatives, in atomic units. -/
def pairKinetic (Ψ : ℝ → ℝ → ℝ) : ℝ :=
  ((∫ x, ∫ y, deriv (fun s => Ψ s y) x ^ 2) + ∫ x, ∫ y, deriv (Ψ x) y ^ 2) /
    (2 * ∫ x, ∫ y, Ψ x y ^ 2)

/-- Kinetic energy of two same-spin electrons in Gaussians of exponent `a > 0` at distance
`R ≠ 0`, minus the kinetic energies of the two isolated orbitals. -/
def pauliRepulsion (a R : ℝ) : ℝ :=
  pairKinetic (slater (gto a 0) (gto a R)) -
    (orbitalKinetic (gto a 0) + orbitalKinetic (gto a R))

/-- For `a > 0`, the normalised Gaussian density of exponent `2a` centred at `m` gives
`c + d (x - m)²` the mean value `c + d / (4a)`, and the integrand is integrable. -/
theorem gaussian_moment {a : ℝ} (ha : 0 < a) (m c d : ℝ) :
    Integrable (fun x : ℝ => (c + d * (x - m) ^ 2) *
      (Real.sqrt (2 * a / Real.pi) * Real.exp (-(2 * a) * (x - m) ^ 2))) ∧
    ∫ x : ℝ, (c + d * (x - m) ^ 2) *
      (Real.sqrt (2 * a / Real.pi) * Real.exp (-(2 * a) * (x - m) ^ 2)) = c + d / (4 * a) := by
  have hb : 0 < 2 * a := by positivity
  have h0 := integrable_exp_neg_mul_sq hb
  have h1 := integrable_mul_exp_neg_mul_sq hb
  have h2 : Integrable (fun x : ℝ => x ^ 2 * Real.exp (-(2 * a) * x ^ 2)) := by
    simpa using integrable_rpow_mul_exp_neg_mul_sq hb (s := 2) (by norm_num)
  -- the total derivative of `x exp(-2a x²)` integrates to zero
  have hz : ∫ x : ℝ, (Real.exp (-(2 * a) * x ^ 2) -
      4 * a * (x ^ 2 * Real.exp (-(2 * a) * x ^ 2))) = 0 := by
    refine integral_eq_zero_of_hasDerivAt_of_integrable
      (f := fun x : ℝ => x * Real.exp (-(2 * a) * x ^ 2)) (fun x => ?_)
      (h0.sub (h2.const_mul (4 * a))) h1
    have hs : HasDerivAt (fun x : ℝ => x ^ 2) (2 * x) x := by simpa using hasDerivAt_pow 2 x
    exact ((hasDerivAt_id' x).fun_mul (hs.const_mul (-(2 * a))).exp).congr_deriv (by ring)
  rw [integral_sub h0 (h2.const_mul (4 * a)), integral_const_mul, integral_gaussian] at hz
  have hN : Real.sqrt (2 * a / Real.pi) * Real.sqrt (Real.pi / (2 * a)) = 1 := by
    have h : 2 * a / Real.pi * (Real.pi / (2 * a)) = 1 := by
      have := Real.pi_ne_zero
      field_simp
    rw [← Real.sqrt_mul (by positivity), h, Real.sqrt_one]
  have e : (fun x : ℝ => (c + d * x ^ 2) *
      (Real.sqrt (2 * a / Real.pi) * Real.exp (-(2 * a) * x ^ 2))) =
      fun x : ℝ => c * Real.sqrt (2 * a / Real.pi) * Real.exp (-(2 * a) * x ^ 2) +
        d * Real.sqrt (2 * a / Real.pi) * (x ^ 2 * Real.exp (-(2 * a) * x ^ 2)) := by
    funext x; ring
  have hi : Integrable (fun x : ℝ => (c + d * x ^ 2) *
      (Real.sqrt (2 * a / Real.pi) * Real.exp (-(2 * a) * x ^ 2))) := by
    rw [e]
    exact (h0.const_mul _).add (h2.const_mul _)
  refine ⟨hi.comp_sub_right m, (integral_sub_right_eq_self (fun x : ℝ => (c + d * x ^ 2) *
      (Real.sqrt (2 * a / Real.pi) * Real.exp (-(2 * a) * x ^ 2))) m).trans ?_⟩
  rw [e, integral_add (h0.const_mul _) (h2.const_mul _), integral_const_mul,
    integral_const_mul, integral_gaussian]
  have hM : ∫ x : ℝ, x ^ 2 * Real.exp (-(2 * a) * x ^ 2) =
      Real.sqrt (Real.pi / (2 * a)) / (4 * a) := by
    rw [eq_div_iff (by positivity)]
    linear_combination -hz
  rw [hM]
  linear_combination (c + d / (4 * a)) * hN

/-- For `a > 0`, the product of two Gaussian orbitals, weighted by `c + d (x - A)(x - B)`, is
integrable and has the stated integral. -/
theorem gto_pair_integral {a : ℝ} (ha : 0 < a) (A B c d : ℝ) :
    Integrable (fun x => (c + d * ((x - A) * (x - B))) * (gto a A x * gto a B x)) ∧
    ∫ x, (c + d * ((x - A) * (x - B))) * (gto a A x * gto a B x) =
      (c + d * (1 / (4 * a) - (A - B) ^ 2 / 4)) * Real.exp (-a * (A - B) ^ 2 / 2) := by
  have e : (fun x => (c + d * ((x - A) * (x - B))) * (gto a A x * gto a B x)) =
      fun x => (Real.exp (-a * (A - B) ^ 2 / 2) * (c - d * (A - B) ^ 2 / 4) +
        Real.exp (-a * (A - B) ^ 2 / 2) * d * (x - (A + B) / 2) ^ 2) *
        (Real.sqrt (2 * a / Real.pi) * Real.exp (-(2 * a) * (x - (A + B) / 2) ^ 2)) := by
    funext x
    -- Gaussian product rule
    have hexp : Real.exp (-a * (x - A) ^ 2) * Real.exp (-a * (x - B) ^ 2) =
        Real.exp (-a * (A - B) ^ 2 / 2) * Real.exp (-(2 * a) * (x - (A + B) / 2) ^ 2) := by
      rw [← Real.exp_add, ← Real.exp_add]
      congr 1
      ring
    have hN := Real.mul_self_sqrt (Real.sqrt_nonneg (2 * a / Real.pi))
    unfold gto
    calc _ = (c + d * ((x - A) * (x - B))) *
          ((Real.sqrt (Real.sqrt (2 * a / Real.pi)) * Real.sqrt (Real.sqrt (2 * a / Real.pi))) *
          (Real.exp (-a * (x - A) ^ 2) * Real.exp (-a * (x - B) ^ 2))) := by ring
      _ = _ := by rw [hN, hexp]; ring
  rw [e]
  obtain ⟨h1, h2⟩ := gaussian_moment ha ((A + B) / 2)
    (Real.exp (-a * (A - B) ^ 2 / 2) * (c - d * (A - B) ^ 2 / 4))
    (Real.exp (-a * (A - B) ^ 2 / 2) * d)
  exact ⟨h1, h2.trans (by ring)⟩

/-- The slope of a Gaussian orbital is `-2a (x - A)` times the orbital. -/
theorem gto_hasDerivAt (a A x : ℝ) :
    HasDerivAt (gto a A) (-2 * a * (x - A) * gto a A x) x := by
  have hs : HasDerivAt (fun x : ℝ => (x - A) ^ 2) (2 * (x - A)) x := by
    simpa using ((hasDerivAt_id' x).sub_const A).fun_pow 2
  exact ((hs.const_mul (-a)).exp.const_mul
    (Real.sqrt (Real.sqrt (2 * a / Real.pi)))).congr_deriv (by unfold gto; ring)

/-- For `a > 0`, the product of the slopes of two Gaussian orbitals is integrable, and its
integral is `(a - a² (A - B)²) exp(-a (A - B)² / 2)`. -/
theorem gto_gradient_integral {a : ℝ} (ha : 0 < a) (A B : ℝ) :
    Integrable (fun x => deriv (gto a A) x * deriv (gto a B) x) ∧
    ∫ x, deriv (gto a A) x * deriv (gto a B) x =
      (a - a ^ 2 * (A - B) ^ 2) * Real.exp (-a * (A - B) ^ 2 / 2) := by
  have e : (fun x => deriv (gto a A) x * deriv (gto a B) x) =
      fun x => (0 + 4 * a ^ 2 * ((x - A) * (x - B))) * (gto a A x * gto a B x) := by
    funext x
    rw [(gto_hasDerivAt a A x).deriv, (gto_hasDerivAt a B x).deriv]
    ring
  rw [e]
  obtain ⟨h1, h2⟩ := gto_pair_integral ha A B 0 (4 * a ^ 2)
  have h : 4 * a ^ 2 * (1 / (4 * a)) = a := by field_simp
  exact ⟨h1, h2.trans (by linear_combination Real.exp (-a * (A - B) ^ 2 / 2) * h)⟩

/-- The double integral of `(f(x) k(y) - g(x) h(y))²` reduces to one-electron integrals,
provided these are integrable. -/
theorem integral_sq_antisymm {f g h k : ℝ → ℝ}
    (hff : Integrable (fun x => f x * f x)) (hfg : Integrable (fun x => f x * g x))
    (hgg : Integrable (fun x => g x * g x)) (hhh : Integrable (fun x => h x * h x))
    (hhk : Integrable (fun x => h x * k x)) (hkk : Integrable (fun x => k x * k x)) :
    ∫ x, ∫ y, (f x * k y - g x * h y) ^ 2 =
      (∫ x, f x * f x) * (∫ x, k x * k x) - 2 * (∫ x, f x * g x) * (∫ x, h x * k x) +
        (∫ x, g x * g x) * (∫ x, h x * h x) := by
  have lin : ∀ {F G H : ℝ → ℝ}, Integrable F → Integrable G → Integrable H → ∀ p q r : ℝ,
      ∫ x, (p * F x - q * G x + r * H x) =
        p * (∫ x, F x) - q * (∫ x, G x) + r * (∫ x, H x) := by
    intro F G H hF hG hH p q r
    have h12 : Integrable (fun x => p * F x - q * G x) := (hF.const_mul p).sub (hG.const_mul q)
    rw [integral_add h12 (hH.const_mul r), integral_sub (hF.const_mul p) (hG.const_mul q)]
    simp only [integral_const_mul]
  -- integrate over the second electron first
  have inner : ∀ x, ∫ y, (f x * k y - g x * h y) ^ 2 =
      (∫ y, k y * k y) * (f x * f x) - (2 * ∫ y, h y * k y) * (f x * g x) +
        (∫ y, h y * h y) * (g x * g x) := by
    intro x
    calc _ = ∫ y, ((f x * f x) * (k y * k y) - (2 * (f x * g x)) * (h y * k y) +
          (g x * g x) * (h y * h y)) := by
          congr 1
          funext y
          ring
      _ = _ := (lin hkk hhk hhh (f x * f x) (2 * (f x * g x)) (g x * g x)).trans (by ring)
  simp only [inner]
  exact (lin hff hfg hgg _ _ _).trans (by ring)

/-- An isolated electron in a Gaussian orbital of exponent `a > 0` has kinetic energy `a / 2`. -/
theorem orbitalKinetic_gto {a : ℝ} (ha : 0 < a) (A : ℝ) : orbitalKinetic (gto a A) = a / 2 := by
  have h1 : ∫ x, gto a A x * gto a A x = 1 := by
    simpa using (gto_pair_integral ha A A 1 0).2
  have h2 : ∫ x, deriv (gto a A) x * deriv (gto a A) x = a :=
    (gto_gradient_integral ha A A).2.trans (by simp)
  simp only [orbitalKinetic, pow_two]
  rw [h1, h2]
  ring

/-- Pauli repulsion of two same-spin electrons in Gaussians of exponent `a > 0` at distance
`R ≠ 0`: the kinetic energy exceeds that of the isolated orbitals by
`a² R² / (exp(a R²) - 1)`. -/
theorem pauliRepulsion_eq {a R : ℝ} (ha : 0 < a) (hR : R ≠ 0) :
    pauliRepulsion a R = a ^ 2 * R ^ 2 / (Real.exp (a * R ^ 2) - 1) := by
  have ov : ∀ A B, Integrable (fun x => gto a A x * gto a B x) ∧
      ∫ x, gto a A x * gto a B x = Real.exp (-a * (A - B) ^ 2 / 2) := fun A B => by
    simpa using gto_pair_integral ha A B 1 0
  have gr := gto_gradient_integral ha
  have ov1 : ∀ A, ∫ x, gto a A x * gto a A x = 1 := fun A => (ov A A).2.trans (by simp)
  have gr1 : ∀ A, ∫ x, deriv (gto a A) x * deriv (gto a A) x = a :=
    fun A => (gr A A).2.trans (by simp)
  have dg : ∀ A x, HasDerivAt (gto a A) (deriv (gto a A) x) x :=
    fun A x => (gto_hasDerivAt a A x).differentiableAt.hasDerivAt
  have hx : ∀ x y, deriv (fun s => slater (gto a 0) (gto a R) s y) x =
      deriv (gto a 0) x * gto a R y - deriv (gto a R) x * gto a 0 y := fun x y =>
    (((dg 0 x).mul_const (gto a R y)).fun_sub ((dg R x).mul_const (gto a 0 y))).deriv
  have hy : ∀ x y, deriv (slater (gto a 0) (gto a R) x) y =
      gto a 0 x * deriv (gto a R) y - gto a R x * deriv (gto a 0) y := fun x y =>
    (((dg R y).const_mul (gto a 0 x)).fun_sub ((dg 0 y).const_mul (gto a R x))).deriv
  -- norm and the two kinetic integrals of the determinant
  have hn : ∫ x, ∫ y, slater (gto a 0) (gto a R) x y ^ 2 = _ :=
    integral_sq_antisymm (ov 0 0).1 (ov 0 R).1 (ov R R).1 (ov 0 0).1 (ov 0 R).1 (ov R R).1
  have hX := integral_sq_antisymm (gr 0 0).1 (gr 0 R).1 (gr R R).1
    (ov 0 0).1 (ov 0 R).1 (ov R R).1
  have hY := integral_sq_antisymm (ov 0 0).1 (ov 0 R).1 (ov R R).1
    (gr 0 0).1 (gr 0 R).1 (gr R R).1
  rw [pauliRepulsion, orbitalKinetic_gto ha, orbitalKinetic_gto ha, pairKinetic]
  simp only [hx, hy]
  rw [hX, hY, hn, ov1, ov1, gr1, gr1, (ov 0 R).2, (gr 0 R).2]
  have hS : Real.exp (-a * (0 - R) ^ 2 / 2) * Real.exp (-a * (0 - R) ^ 2 / 2) *
      Real.exp (a * R ^ 2) = 1 := by
    rw [← Real.exp_add, ← Real.exp_add, Real.exp_eq_one_iff]
    ring
  have hq : 1 < Real.exp (a * R ^ 2) := Real.one_lt_exp_iff.2 (by positivity)
  have hw : a ^ 2 * R ^ 2 / (Real.exp (a * R ^ 2) - 1) * (Real.exp (a * R ^ 2) - 1) =
      a ^ 2 * R ^ 2 := div_mul_cancel₀ _ (by linarith)
  generalize a ^ 2 * R ^ 2 / (Real.exp (a * R ^ 2) - 1) = w at hw ⊢
  generalize Real.exp (-a * (0 - R) ^ 2 / 2) = S at hS ⊢
  generalize Real.exp (a * R ^ 2) = q at hS hq hw
  have hD : 2 * (1 * 1 - 2 * S * S + 1 * 1) ≠ 0 := by
    intro h0
    have h1 : S * S = 1 := by linarith
    rw [h1] at hS
    linarith
  rw [sub_eq_iff_eq_add, div_eq_iff hD]
  linear_combination (-4 * S * S) * hw + 4 * w * hS

/-- For `a > 0` and `R ≠ 0` the Pauli repulsion is positive and smaller than `a`. -/
theorem pauliRepulsion_bounds {a R : ℝ} (ha : 0 < a) (hR : R ≠ 0) :
    0 < pauliRepulsion a R ∧ pauliRepulsion a R < a := by
  have hu : 0 < a * R ^ 2 := by positivity
  have h := Real.add_one_lt_exp hu.ne'
  rw [pauliRepulsion_eq ha hR]
  exact ⟨div_pos (by positivity) (by linarith),
    (div_lt_iff₀ (by linarith)).2 (by nlinarith [mul_lt_mul_of_pos_left h ha])⟩

/-- For `a > 0` the Pauli repulsion strictly decreases with the distance `R > 0`. -/
theorem pauliRepulsion_strictAntiOn {a : ℝ} (ha : 0 < a) :
    StrictAntiOn (pauliRepulsion a) (Ioi 0) := by
  intro r hr s hs hrs
  have hr' : 0 < r := hr
  have hs' : 0 < s := hs
  have hu : 0 < a * r ^ 2 := by positivity
  have hv : 0 < a * s ^ 2 := by positivity
  have huv : a * r ^ 2 < a * s ^ 2 := by gcongr
  -- the slope of the secant of `exp` from `0` to `u` increases with `u`
  have h := strictConvexOn_exp.secant_strict_mono (mem_univ 0) (mem_univ (a * r ^ 2))
    (mem_univ (a * s ^ 2)) hu.ne' hv.ne' huv
  simp only [Real.exp_zero, sub_zero] at h
  rw [div_lt_div_iff₀ hu hv] at h
  have h1 := Real.add_one_lt_exp hu.ne'
  have h2 := Real.add_one_lt_exp hv.ne'
  rw [pauliRepulsion_eq ha hr'.ne', pauliRepulsion_eq ha hs'.ne',
    div_lt_div_iff₀ (by linarith) (by linarith)]
  nlinarith [mul_lt_mul_of_pos_left h ha]

/-- For `a > 0` the Pauli repulsion tends to the finite value `a` as the two centres merge,
`R → 0` with `R ≠ 0`. -/
theorem pauliRepulsion_tendsto {a : ℝ} (ha : 0 < a) :
    Tendsto (pauliRepulsion a) (𝓝[≠] 0) (𝓝 a) := by
  have h := (Real.hasDerivAt_exp 0).tendsto_slope_zero
  have hu : Tendsto (fun R : ℝ => a * R ^ 2) (𝓝[≠] 0) (𝓝[≠] 0) := by
    refine tendsto_nhdsWithin_iff.2 ⟨?_, ?_⟩
    · exact ((by fun_prop : Continuous fun R : ℝ => a * R ^ 2).tendsto' 0 0
        (by simp)).mono_left nhdsWithin_le_nhds
    · filter_upwards [self_mem_nhdsWithin] with R hR
      have hR' : R ≠ 0 := hR
      exact mul_ne_zero ha.ne' (pow_ne_zero 2 hR')
  have h2 := ((h.comp hu).inv₀ (Real.exp_ne_zero 0)).const_mul a
  rw [Real.exp_zero, inv_one, mul_one] at h2
  refine h2.congr' ?_
  filter_upwards [self_mem_nhdsWithin] with R hR
  rw [pauliRepulsion_eq ha hR]
  simp only [Function.comp_apply, zero_add, smul_eq_mul, mul_inv, inv_inv]
  ring

end

end PauliKineticRepulsion
```

```lean
#print axioms PauliKineticRepulsion.pauliRepulsion_eq
#print axioms PauliKineticRepulsion.pauliRepulsion_bounds
#print axioms PauliKineticRepulsion.pauliRepulsion_strictAntiOn
#print axioms PauliKineticRepulsion.pauliRepulsion_tendsto
```

```
'PauliKineticRepulsion.pauliRepulsion_eq' depends on axioms: [propext, Classical.choice, Quot.sound]
'PauliKineticRepulsion.pauliRepulsion_bounds' depends on axioms: [propext, Classical.choice, Quot.sound]
'PauliKineticRepulsion.pauliRepulsion_strictAntiOn' depends on axioms: [propext, Classical.choice, Quot.sound]
'PauliKineticRepulsion.pauliRepulsion_tendsto' depends on axioms: [propext, Classical.choice, Quot.sound]
```

## An excess between zero and the exponent

For $a>0$ and $R\neq0$, `pauliRepulsion_eq` states that the excess kinetic energy is

$$\Delta(R)=\frac{a^2R^2}{e^{aR^2}-1}.$$

By `pauliRepulsion_bounds` it lies strictly between $0$ and $a$. By `pauliRepulsion_strictAntiOn` it strictly decreases on $R>0$, the set written `Ioi 0`. By `pauliRepulsion_tendsto` it tends to $a$ as $R\to0$ from either side; the filter `𝓝[≠] 0` leaves out the point $R=0$ itself.

## The determinant and its kinetic energy

The orbital `gto a A` is the normalised Gaussian

$$\varphi_A(x)=\left(\frac{2a}{\pi}\right)^{1/4}e^{-a(x-A)^2}.$$

Equal spins enter through the antisymmetry of the spatial wavefunction, which `slater` writes as

$$\Psi(x,y)=\varphi_0(x)\varphi_R(y)-\varphi_R(x)\varphi_0(y).$$

This function is not normalised, but `pairKinetic` divides by its squared norm:

$$T[\Psi]=\frac{\iint\left[(\partial_x\Psi)^2+(\partial_y\Psi)^2\right]dy\,dx}{2\iint\Psi^2\,dy\,dx}.$$

Another basis of the same two-orbital span, for example an orthonormal one, only multiplies $\Psi$ by a constant and leaves $T$ unchanged. The one-electron energy `orbitalKinetic` is the analogous quotient, and `pauliRepulsion` is the pair energy minus the two orbital energies. The repulsion is thus defined as an energy difference, and its closed form is derived.

The model has one dimension, equal exponents and orbitals that do not relax. It contains no nuclear attraction and no Coulomb repulsion, so $\Delta$ is one contribution to an interaction energy. A kinetic difference of this kind can serve as a Pauli potential in simulations with Gaussian electron wave packets; the formula here gives it for two packets of equal exponent at rest on a line.

## From Gaussian moments to the excess

The total derivative

$$\frac{d}{dx}\left(xe^{-2ax^2}\right)=(1-4ax^2)e^{-2ax^2}$$

integrates to zero. The normalised density $\sqrt{2a/\pi}\,e^{-2a(x-m)^2}$ therefore has second moment $1/(4a)$ about $m$. This is `gaussian_moment`, which treats $m=0$ first and then shifts the integral.

With $m=(A+B)/2$, completing the square gives

$$\varphi_A\varphi_B=e^{-a(A-B)^2/2}\sqrt{\frac{2a}{\pi}}\,e^{-2a(x-m)^2},$$

$$(x-A)(x-B)=(x-m)^2-\frac{(A-B)^2}{4}.$$

`gto_pair_integral` combines these identities with the moments. For centres $0$ and $R$ the overlap is $S=e^{-aR^2/2}$. Since $\varphi_A'=-2a(x-A)\varphi_A$ (`gto_hasDerivAt`), `gto_gradient_integral` yields

$$K=\int\varphi_0'\varphi_R'\,dx=4a^2\left(\frac1{4a}-\frac{R^2}{4}\right)S=(a-a^2R^2)S.$$

For equal centres the overlap is $1$ and the gradient integral is $a$, so an isolated orbital has energy $a/2$ (`orbitalKinetic_gto`).

`integral_sq_antisymm` expands the square of a difference of two products, $f(x)k(y)-g(x)h(y)$, and integrates over $y$, then over $x$. It is applied three times, to $\Psi$ and to its two partial derivatives:

$$\iint\Psi^2=2-2S^2,$$

$$\iint(\partial_x\Psi)^2=\iint(\partial_y\Psi)^2=2a-2KS.$$

Hence

$$T[\Psi]=\frac{4a-4KS}{2(2-2S^2)}=\frac{a-(a-a^2R^2)S^2}{1-S^2}=a+\frac{a^2R^2S^2}{1-S^2}.$$

Subtracting $a/2+a/2$ and using $S^{-2}=e^{aR^2}$ gives $\Delta(R)$. In `pauliRepulsion_eq`, the `generalize` steps name the claimed excess $w$, the overlap $S$ and the exponential $q=e^{aR^2}$. What remains is algebra from $S^2q=1$ and $w(q-1)=a^2R^2$, which `linear_combination` completes. The denominator is nonzero because $S^2=1$ would force $q=1$, whereas $q>1$.

## Distance dependence from the exponential

Put $u=aR^2>0$, so that $\Delta=au/(e^u-1)$.

- **Bounds.** From $e^u>1+u$ the denominator is positive and exceeds $u$, so $0<\Delta<a$.
- **Decrease.** The ratio $(e^u-1)/u$ is the slope of the secant of $\exp$ from $0$ to $u$. Strict convexity makes it increase with $u$, and $u$ increases with $R>0$, so $\Delta$ decreases. Lean takes the secant inequality from `strictConvexOn_exp` and cross-multiplies.
- **Limit.** The same slope tends to $\exp'(0)=1$ as $u\to0$. The proof composes this limit with $R\mapsto aR^2$, inverts it and multiplies by $a$; `congr'` then identifies the result with the repulsion away from $R=0$.

## The symmetric combination, and coinciding centres

With a plus sign in $\Psi$, the spatial function of a singlet pair, the same integrals give

$$\frac{a+KS}{1+S^2}-a=-\frac{a^2R^2}{e^{aR^2}+1}.$$

For $R\neq0$ the kinetic energy then falls below that of the isolated electrons.

The closed formula fails if $R=0$ is admitted. Take $a=1$ and $R=0$: the determinant vanishes and describes no state. Lean evaluates $0/0$ as $0$, so `pauliRepulsion 1 0` equals $-1$, while the right-hand side of the formula equals $0$.
